# Level-shift bias in linear response: a sharp bound for Hessians with curvature bounded below by a positive constant

A molecule in a weak static field relaxes its orbitals until the restoring force balances the perturbation. When the electronic Hessian has a very soft direction, as it does near an orbital instability, the linear equations for this relaxation are badly conditioned. One remedy is a level shift: a positive constant is added to the diagonal of the Hessian. The shifted equations are easier to solve, but their solution is a different response. How large is the difference?

Let $A$ be the Hessian, $g$ the perturbation and $s\ge 0$ the shift. The exact response $z$ and the shifted response $y$ satisfy

$$Az=g,\qquad (A+s)y=g .$$

The sign is chosen so that $g$ is the force, the negative of the energy gradient; many textbooks write $-g$ on the right. Suppose that the curvature is at least $c>0$ in every direction, $\langle v,Av\rangle\ge c\|v\|^2$ for all $v$. Physically, this says that the reference state is a stable minimum, with $c$ a lower limit on its stiffness. Then

$$\|z-y\|\le\frac{s\|g\|}{c(c+s)},$$

and for $s>0$ equality holds exactly when $Ag=cg$. In electronic structure theory this bounds the error that a level shift leaves in a static, real, linear response calculation at a stable reference state.

## The bound and its equality case

Let $B$ be a linear operator with $\langle x,Bx\rangle\ge m\|x\|^2$ for all $x$, where $m\ge0$. Expanding a square gives

$$\|Bx-mx\|^2=\|Bx\|^2-2m\langle x,Bx\rangle+m^2\|x\|^2\le\|Bx\|^2-m^2\|x\|^2 .$$

Hence

$$\|Bx-mx\|^2+m^2\|x\|^2\le\|Bx\|^2, \qquad (1)$$

and, on dropping the first term, $m\|x\|\le\|Bx\|$.

The shifted operator has curvature at least $c+s$, because $\langle v,(A+s)v\rangle=\langle v,Av\rangle+s\|v\|^2$. The error obeys $A(z-y)=g-Ay=sy$. Using $m\|x\|\le\|Bx\|$ once for $A$ and once for $A+s$, we find

$$c\|z-y\|\le s\|y\|,\qquad (c+s)\|y\|\le\|g\| .$$

Multiplying the first inequality by $c+s$ and the second by $s$ gives the bound.

Now let $s>0$ and suppose that equality holds. Then $s\|g\|=c(c+s)\|z-y\|\le(c+s)s\|y\|$, so $\|g\|\le(c+s)\|y\|$. Inequality (1) for $A+s$ and $x=y$ now leaves no room for its first term, and $g=(c+s)y$. Therefore $Ay=g-sy=cy$, and multiplication by $c+s$ gives $Ag=cg$.

Conversely, let $Ag=cg$. Then $A(cz-g)=0$ and $(A+s)((c+s)y-g)=0$. Both operators have positive curvature, so both arguments vanish: $z=g/c$ and $y=g/(c+s)$. Their difference is $sg/(c(c+s))$, whose norm is the bound. The case $g=0$ is included, with both responses zero.

## The response property and the removal of the bias

For symmetric $A$, the number of interest is often $\langle g,z\rangle$, which for an electric field is proportional to a diagonal polarizability component. Insert $g=Ay+sy$:

$$\langle g,z-y\rangle=\langle y,A(z-y)\rangle+\langle sy,z-y\rangle=s\|y\|^2+\langle A(z-y),z-y\rangle\ge s\|y\|^2 .$$

The shift therefore never makes the property too large. The Cauchy–Schwarz inequality and the bound on $\|z-y\|$ limit the loss to $s\|g\|^2/(c(c+s))$.

The bias can be removed by feeding the shift term back. Start from $y_0=0$ and solve $(A+s)y_{k+1}=g+sy_k$. Since $(A+s)z=g+sz$, subtraction gives $(A+s)(z-y_{k+1})=s(z-y_k)$, and so

$$\|z-y_{k+1}\|\le\frac{s}{c+s}\|z-y_k\|,\qquad \|z-y_0\|=\|z\|\le\frac{\|g\|}{c} .$$

In a coupled-perturbed Hartree–Fock calculation with real orbitals, the components of $z$ are rotation amplitudes between occupied and virtual orbitals, and $g$ holds the corresponding dipole integrals. The shift adds $s$ to each diagonal element of $A$, which contains an orbital-energy difference. Take $c=0.2$ and $s=0.1$ in atomic units. A single shifted solve may be wrong by up to $1.67\|g\|$, while $\|z\|$ itself is at most $5\|g\|$. Each feedback step reduces the error at least threefold, and after seven solves it is below $0.0023\|g\|$. The same iteration can be written as $y_{k+1}=y_k+(A+s)^{-1}(g-Ay_k)$, in which the shifted Hessian serves only as a preconditioner for the unshifted equation.

## Curvature and shift as Lean definitions

The space `E` is a real inner-product space of any dimension, and operators are linear maps defined on all of it. Frequency-dependent response is not treated here.

```lean
import Mathlib

open scoped InnerProductSpace

namespace LevelShiftBias

noncomputable section

variable {E : Type*} [NormedAddCommGroup E] [InnerProductSpace ℝ E]
```

The predicate `Gapped A c` is the curvature condition. The name refers to a lower bound on the quadratic form, not to a gap between two energy levels. Symmetry is not part of it, and positivity of `c` is a separate hypothesis where needed.

```lean
/-- The Hessian `A` has curvature at least `c` in every direction: `⟨v, A v⟩ ≥ c ‖v‖²`. -/
def Gapped (A : E →ₗ[ℝ] E) (c : ℝ) : Prop :=
  ∀ v, c * ‖v‖ ^ 2 ≤ ⟪v, A v⟫_ℝ
```

The operator $A+s$ is the sum of `A` and `s` times the identity.

```lean
/-- The level-shifted Hessian `A + s`. -/
def levelShift (A : E →ₗ[ℝ] E) (s : ℝ) : E →ₗ[ℝ] E :=
  A + s • LinearMap.id
```

The first lemma states that the shift raises the curvature bound to $c+s$. Its proof expands the inner product and adds $s\|v\|^2$ to both sides.

```lean
/-- If `A` has curvature at least `c`, the shifted Hessian `A + s` has curvature at least `c + s`.
-/
theorem gapped_levelShift {A : E →ₗ[ℝ] E} {c : ℝ} (hA : Gapped A c) (s : ℝ) :
    Gapped (levelShift A s) (c + s) := by
  intro v
  have h := hA v
  simp only [levelShift, LinearMap.add_apply, LinearMap.smul_apply, LinearMap.id_apply,
    inner_add_right, inner_smul_right, real_inner_self_eq_norm_sq]
  linarith
```

## Bounding a displacement by its force

Inequality (1) is `force_defect`. The identity `e` is the expanded square, and `h` is the curvature condition multiplied by $m$; `nlinarith` combines them.

```lean
/-- If the curvature of `B` is at least `m ≥ 0`, then `‖B x‖²` is at least `m² ‖x‖²` plus the
squared defect `‖B x - m x‖²`. -/
theorem force_defect {B : E →ₗ[ℝ] E} {m : ℝ} (hB : Gapped B m) (hm : 0 ≤ m) (x : E) :
    ‖B x - m • x‖ ^ 2 + m ^ 2 * ‖x‖ ^ 2 ≤ ‖B x‖ ^ 2 := by
  have e := norm_sub_sq_real (B x) (m • x)
  rw [inner_smul_right, norm_smul, Real.norm_eq_abs, mul_pow, sq_abs,
    real_inner_comm x (B x)] at e
  have h := mul_le_mul_of_nonneg_left (hB x) hm
  nlinarith
```

Dropping the nonnegative defect leaves an inequality between squares. Taking roots gives $m\|x\|\le\|Bx\|$.

```lean
/-- If the curvature of `B` is at least `m ≥ 0`, a displacement `x` obeys `m ‖x‖ ≤ ‖B x‖`. -/
theorem response_bound {B : E →ₗ[ℝ] E} {m : ℝ} (hB : Gapped B m) (hm : 0 ≤ m) (x : E) :
    m * ‖x‖ ≤ ‖B x‖ := by
  have h := force_defect hB hm x
  have h2 : (m * ‖x‖) ^ 2 ≤ ‖B x‖ ^ 2 := by
    nlinarith [sq_nonneg ‖B x - m • x‖]
  exact le_of_abs_le (abs_le_of_sq_le_sq h2 (norm_nonneg _))
```

## The error of the shifted response

The equation $A(z-y)=sy$ follows by linearity from the two response equations, which enter as the hypotheses `hz` and `hy`. The existence of `z` and `y` is thus assumed.

```lean
/-- The error of the level-shifted response `y` solves the unshifted response equation with
the perturbation replaced by `s y`. -/
theorem error_equation {A : E →ₗ[ℝ] E} {s : ℝ} {g z y : E}
    (hz : A z = g) (hy : levelShift A s y = g) : A (z - y) = s • y := by
  rw [map_sub, hz, ← hy]
  simp only [levelShift, LinearMap.add_apply, LinearMap.smul_apply, LinearMap.id_apply]
  abel
```

The main bound assumes curvature at least $c>0$ and a shift $s\ge0$. In the proof, `h1` is $s\|y\|\ge c\|z-y\|$ and `h2` is $(c+s)\|y\|\le\|g\|$. The products `h3` and `h4` are the two multiplied inequalities of the derivation, and `linarith` adds them.

```lean
/-- **Level-shift bias.** If the Hessian has curvature at least `c > 0`, a level shift `s ≥ 0`
changes the response to the perturbation `g` by at most `s ‖g‖ / (c (c + s))`. -/
theorem bias_le {A : E →ₗ[ℝ] E} {c s : ℝ} {g z y : E} (hA : Gapped A c) (hc : 0 < c)
    (hs : 0 ≤ s) (hz : A z = g) (hy : levelShift A s y = g) :
    ‖z - y‖ ≤ s * ‖g‖ / (c * (c + s)) := by
  have hcs : 0 < c + s := by linarith
  -- one bound for the error equation, one for the shifted equation
  have h1 := response_bound hA hc.le (z - y)
  rw [error_equation hz hy, norm_smul, Real.norm_eq_abs, abs_of_nonneg hs] at h1
  have h2 := response_bound (gapped_levelShift hA s) hcs.le y
  rw [hy] at h2
  rw [le_div_iff₀ (mul_pos hc hcs)]
  have h3 := mul_le_mul_of_nonneg_left h1 hcs.le
  have h4 := mul_le_mul_of_nonneg_left h2 hs
  linarith
```

The equality statement requires $s>0$: at $s=0$ both sides of the bound vanish for every $g$. In the forward direction, `h2` is $\|g\|\le(c+s)\|y\|$, `h6` says that the defect is zero, `h7` is $g=(c+s)y$ and `h8` is $Ay=cy$. In the reverse direction, `hyg` and `hzg` identify the two responses as multiples of $g$. Each applies `response_bound` to a vector that its operator sends to zero. The identity `hd` then gives the error, and taking norms gives equality.

```lean
/-- For curvature at least `c > 0` and a shift `s > 0`, the bias reaches its bound exactly when
the perturbation satisfies `A g = c g`. -/
theorem bias_eq_iff {A : E →ₗ[ℝ] E} {c s : ℝ} {g z y : E} (hA : Gapped A c) (hc : 0 < c)
    (hs : 0 < s) (hz : A z = g) (hy : levelShift A s y = g) :
    ‖z - y‖ = s * ‖g‖ / (c * (c + s)) ↔ A g = c • g := by
  have hcs : 0 < c + s := by linarith
  have hAy : A y + s • y = g := hy
  have h1 := response_bound hA hc.le (z - y)
  rw [error_equation hz hy, norm_smul, Real.norm_eq_abs, abs_of_pos hs] at h1
  constructor
  · intro h
    rw [eq_div_iff (mul_pos hc hcs).ne'] at h
    -- the shifted response is as long as it can be
    have h2 : ‖g‖ ≤ (c + s) * ‖y‖ := by
      have h3 := mul_le_mul_of_nonneg_left h1 hcs.le
      refine le_of_mul_le_mul_left ?_ hs
      linarith
    -- hence the defect vanishes and `g` is parallel to `y`
    have h4 := force_defect (gapped_levelShift hA s) hcs.le y
    rw [hy] at h4
    have h5 : ‖g‖ ^ 2 ≤ ((c + s) * ‖y‖) ^ 2 := pow_le_pow_left₀ (norm_nonneg _) h2 2
    have h6 : ‖g - (c + s) • y‖ ^ 2 = 0 :=
      le_antisymm (by linarith [mul_pow (c + s) ‖y‖ 2]) (sq_nonneg _)
    have h7 : g = (c + s) • y := sub_eq_zero.mp (norm_eq_zero.mp (pow_eq_zero_iff two_ne_zero |>.mp h6))
    have h8 : A y = c • y := by
      rw [eq_sub_of_add_eq hAy, h7]
      module
    rw [h7, map_smul, h8, smul_comm]
  · intro h
    -- the error is an explicit multiple of `g`, since `A` and `A + s` are injective
    have hyg : (c + s) • y = g := by
      have h2 := response_bound (gapped_levelShift hA s) hcs.le ((c + s) • y - g)
      have h3 : levelShift A s ((c + s) • y - g) = 0 := by
        have h4 : levelShift A s g = (c + s) • g := by
          change A g + s • g = _
          rw [h, add_smul]
        rw [map_sub, map_smul, hy, h4, sub_self]
      rw [h3, norm_zero] at h2
      have h5 : ‖(c + s) • y - g‖ ≤ 0 := by
        by_contra hn
        exact absurd h2 (not_le_of_gt (mul_pos hcs (not_le.mp hn)))
      exact sub_eq_zero.mp (norm_le_zero_iff.mp h5)
    have hzg : c • z = g := by
      have h2 := response_bound hA hc.le (c • z - g)
      rw [map_sub, map_smul, hz, h, sub_self, norm_zero] at h2
      have h5 : ‖c • z - g‖ ≤ 0 := by
        by_contra hn
        exact absurd h2 (not_le_of_gt (mul_pos hc (not_le.mp hn)))
      exact sub_eq_zero.mp (norm_le_zero_iff.mp h5)
    have hd : (c * (c + s)) • (z - y) = s • g := by
      calc (c * (c + s)) • (z - y) = (c + s) • (c • z) - c • ((c + s) • y) := by module
        _ = s • g := by rw [hzg, hyg]; module
    have hn := congrArg norm hd
    rw [norm_smul, norm_smul, Real.norm_eq_abs, Real.norm_eq_abs, abs_of_pos hs,
      abs_of_pos (mul_pos hc hcs)] at hn
    rw [eq_div_iff (mul_pos hc hcs).ne']
    linarith
```

## Bounds on the property and on the iterates

Here symmetry enters as `A.IsSymmetric`, which moves `A` from one side of the inner product to the other. The two parts of the conclusion are the lower and upper limits on the loss $\langle g,z\rangle-\langle g,y\rangle$. In the first part, `h1` evaluates the term $\langle Ay,z-y\rangle$ and `h2` shows that the remaining term is nonnegative. The second part is Cauchy–Schwarz followed by `bias_le`.

```lean
/-- For a symmetric Hessian with curvature at least `c > 0` and a shift `s ≥ 0`, the response
property `⟨g, y⟩` lies below `⟨g, z⟩` by at least `s ‖y‖²` and at most `s ‖g‖² / (c (c + s))`. -/
theorem property_bias {A : E →ₗ[ℝ] E} {c s : ℝ} {g z y : E} (hsym : A.IsSymmetric)
    (hA : Gapped A c) (hc : 0 < c) (hs : 0 ≤ s) (hz : A z = g) (hy : levelShift A s y = g) :
    s * ‖y‖ ^ 2 ≤ ⟪g, z⟫_ℝ - ⟪g, y⟫_ℝ ∧
      ⟪g, z⟫_ℝ - ⟪g, y⟫_ℝ ≤ s * ‖g‖ ^ 2 / (c * (c + s)) := by
  rw [← inner_sub_right]
  constructor
  · have he := error_equation hz hy
    have hAy : A y + s • y = g := hy
    have h1 : ⟪A y, z - y⟫_ℝ = s * ‖y‖ ^ 2 := by
      rw [hsym y (z - y), he, inner_smul_right, real_inner_self_eq_norm_sq]
    have h2 : 0 ≤ ⟪s • y, z - y⟫_ℝ := by
      rw [← he, real_inner_comm]
      exact le_trans (by positivity) (hA (z - y))
    rw [← hAy, inner_add_left, h1]
    linarith
  · calc ⟪g, z - y⟫_ℝ ≤ ‖g‖ * ‖z - y‖ := real_inner_le_norm _ _
      _ ≤ ‖g‖ * (s * ‖g‖ / (c * (c + s))) :=
        mul_le_mul_of_nonneg_left (bias_le hA hc hs hz hy) (norm_nonneg _)
      _ = s * ‖g‖ ^ 2 / (c * (c + s)) := by ring
```

For the feedback scheme, the iterates form a sequence `y : ℕ → E` that starts at zero. The theorem gives the accumulated bound $\|z-y_k\|\le(s/(c+s))^k\|g\|/c$, without assuming symmetry. The proof is by induction on $k$: the base case bounds $\|z\|$, and `he` is the error recursion in the successor step. Each shifted equation is taken to be solved exactly.

```lean
/-- Let the curvature be at least `c > 0`, let `s ≥ 0` and let `A z = g`. Feeding the shift term
back, `(A + s) y (k+1) = g + s y k` from `y 0 = 0`, gives iterates whose error `‖z - y k‖` is at
most `(s / (c + s)) ^ k * (‖g‖ / c)`. -/
theorem iterated_bias_le {A : E →ₗ[ℝ] E} {c s : ℝ} {g z : E} {y : ℕ → E} (hA : Gapped A c)
    (hc : 0 < c) (hs : 0 ≤ s) (hz : A z = g) (h0 : y 0 = 0)
    (hy : ∀ k, levelShift A s (y (k + 1)) = g + s • y k) (k : ℕ) :
    ‖z - y k‖ ≤ (s / (c + s)) ^ k * (‖g‖ / c) := by
  have hcs : 0 < c + s := by linarith
  induction k with
  | zero =>
    have h := response_bound hA hc.le z
    rw [hz] at h
    rw [h0, sub_zero, pow_zero, one_mul, le_div_iff₀ hc]
    linarith
  | succ k ih =>
    -- the new error is the shifted response to `s` times the old error
    have he : levelShift A s (z - y (k + 1)) = s • (z - y k) := by
      have h1 : levelShift A s z = g + s • z := by
        change A z + s • z = _
        rw [hz]
      rw [map_sub, hy, h1]
      module
    have h := response_bound (gapped_levelShift hA s) hcs.le (z - y (k + 1))
    rw [he, norm_smul, Real.norm_eq_abs, abs_of_nonneg hs] at h
    calc ‖z - y (k + 1)‖ ≤ s * ‖z - y k‖ / (c + s) := by
          rw [le_div_iff₀ hcs]
          linarith
      _ = s / (c + s) * ‖z - y k‖ := by ring
      _ ≤ s / (c + s) * ((s / (c + s)) ^ k * (‖g‖ / c)) :=
          mul_le_mul_of_nonneg_left ih (div_nonneg hs hcs.le)
      _ = (s / (c + s)) ^ (k + 1) * (‖g‖ / c) := by ring
```

## Two coupled modes that attain the bound

Consider two modes with diagonal Hessian elements 2 and coupling 1. With components numbered from zero as in Lean,

$$\langle v,Av\rangle=2v_0^2+2v_0v_1+2v_1^2=\|v\|^2+(v_0+v_1)^2\ge\|v\|^2 ,$$

so the curvature is at least $c=1$. The out-of-phase vector $(1,-1)$ is mapped to itself.

```lean
/-- The Hessian of two coupled modes, with diagonal elements 2 and coupling 1. -/
def twoMode : EuclideanSpace ℝ (Fin 2) →ₗ[ℝ] EuclideanSpace ℝ (Fin 2) where
  toFun v := !₂[2 * v 0 + v 1, v 0 + 2 * v 1]
  map_add' u v := by
    ext i
    fin_cases i <;> simp <;> ring
  map_smul' a v := by
    ext i
    fin_cases i <;> simp <;> ring
```

The last theorem records symmetry, the curvature bound and the eigenvector equation. The square $(v_0+v_1)^2$ is the hint given to `nlinarith`; the other two parts are calculations in components.

```lean
/-- The two-mode Hessian is symmetric, has curvature at least 1, and maps the out-of-phase
perturbation `(1, -1)` to itself. -/
theorem twoMode_witness :
    twoMode.IsSymmetric ∧ Gapped twoMode 1 ∧
      twoMode !₂[1, -1] = (1 : ℝ) • !₂[1, -1] := by
  refine ⟨fun u v => ?_, fun v => ?_, ?_⟩
  · simp [twoMode, PiLp.inner_apply, Fin.sum_univ_two]
    ring
  · rw [EuclideanSpace.norm_sq_eq]
    simp [twoMode, PiLp.inner_apply, Fin.sum_univ_two]
    nlinarith [sq_nonneg (v 0 + v 1)]
  · ext i
    fin_cases i <;> simp [twoMode] <;> norm_num

end

end LevelShiftBias
```

With the curvature bound and the eigenvector equation, `bias_eq_iff` gives equality for every shift $s>0$. The code uses the unnormalised vector $(1,-1)$. For the unit perturbation $g=(1,-1)/\sqrt2$, the responses are $z=g$ and $y=g/(1+s)$, and the bias is $s/(1+s)$. A shift of $s=0.25$ thus removes one fifth of the response.

To apply the bounds to a molecule, one must still identify $A$ with the Hessian of a particular electronic-structure model, since the theorems start from an abstract operator and not from orbitals and integrals.

```lean
#print axioms LevelShiftBias.bias_le
-- 'LevelShiftBias.bias_le' depends on axioms: [propext, Classical.choice, Quot.sound]
#print axioms LevelShiftBias.bias_eq_iff
-- 'LevelShiftBias.bias_eq_iff' depends on axioms: [propext, Classical.choice, Quot.sound]
#print axioms LevelShiftBias.property_bias
-- 'LevelShiftBias.property_bias' depends on axioms: [propext, Classical.choice, Quot.sound]
#print axioms LevelShiftBias.iterated_bias_le
-- 'LevelShiftBias.iterated_bias_le' depends on axioms: [propext, Classical.choice, Quot.sound]
```
